# Updating PAW bands with a perturbed Cholesky factor preserves leading spans and bounds the loss of orthonormality

I want to describe an imperfect Cholesky step by a single matrix $E$: the triangular factor $L$ that I have satisfies $LL^\dagger = O + E$ exactly, where $O = \Psi^\dagger S\Psi$ is the overlap matrix of my PAW bands. The bands are the columns of $\Psi$, $S$ is the overlap operator, and the projectors are the columns of $P$. I then set $\Psi' = \Psi L^{-\dagger}$, with $L^{-\dagger} = (L^\dagger)^{-1}$.

I believe that the projections $P^\dagger\Psi$ can be updated by the same multiplication, that the leading bands keep their span, and that in spectral norm
$$\|\Psi'^\dagger S\Psi' - 1\| \le \|E\|\,\|(O+E)^{-1}\|.$$
Can this be stated precisely and proved in Lean, so that I need not trust my own algebra?

## The orthonormality error is $-L^{-1}EL^{-\dagger}$

Yes, for any $L$ that is invertible and lower triangular. The matrix $E$ can stand for rounding in the factorisation, an approximate overlap matrix or a deliberate diagonal shift; it need not be small.

**Projections.** By associativity, $P^\dagger\Psi' = P^\dagger(\Psi L^{-\dagger}) = (P^\dagger\Psi)L^{-\dagger}$. For $S = 1 + PQP^\dagger$, with augmentation charges $Q$, the new overlap follows from the new bands and their projections:
$$\Psi'^\dagger S\Psi' = \Psi'^\dagger\Psi' + (P^\dagger\Psi')^\dagger Q\,(P^\dagger\Psi').$$

**Leading spans.** Write $\psi_l$ for column $l$ of $\Psi$. If $U$ is upper triangular, column $j$ of $\Psi U$ is $\sum_{l\le j}U_{lj}\psi_l$, so for $j \le k$ it lies in the span of the bands with index at most $k$. The matrix $L^\dagger$ is upper triangular, and so is its inverse. Taking $U = L^{-\dagger}$ shows that the new span lies in the old one. Since $\Psi = \Psi'L^\dagger$, taking $U = L^\dagger$ gives the reverse inclusion.

**Error.** Insert $O = LL^\dagger - E$:
$$\Psi'^\dagger S\Psi' = L^{-1}OL^{-\dagger} = L^{-1}(LL^\dagger - E)L^{-\dagger} = 1 - L^{-1}EL^{-\dagger}.$$
The norm of the last term is at most $\|L^{-1}\|\,\|E\|\,\|L^{-\dagger}\| = \|E\|\,\|L^{-1}\|^2$. Since $(O+E)^{-1} = L^{-\dagger}L^{-1}$ and $\|X^\dagger X\| = \|X\|^2$, we have $\|L^{-1}\|^2 = \|(O+E)^{-1}\|$, which gives the bound.

Two consequences follow. The error vanishes only for $E = 0$, because multiplication by $L$ and $L^\dagger$ recovers $E$. For $E = c\,1$ the error is $|c|\,\|L^{-1}L^{-\dagger}\| = |c|\,\|L^{-1}\|^2$, so the bound is attained.

## Two bands and one projector

Take
$$P = \begin{pmatrix}1\\0\end{pmatrix},\quad Q = 3,\quad \Psi = \begin{pmatrix}1&1\\0&1\end{pmatrix},\quad E = \begin{pmatrix}0&0\\0&3\end{pmatrix}.$$
Then $S = \mathrm{diag}(4,1)$ and
$$O = \begin{pmatrix}4&4\\4&5\end{pmatrix},\quad O+E = \begin{pmatrix}4&4\\4&8\end{pmatrix},\quad L = \begin{pmatrix}2&0\\2&2\end{pmatrix},\quad L^{-\dagger} = \begin{pmatrix}1/2&-1/2\\0&1/2\end{pmatrix}.$$
This gives $\Psi' = \tfrac12\,1$. The projections change from $(1,1)$ to $(1/2,0)$, and the new overlap is $\mathrm{diag}(1,1/4)$. The error is $3/4$, while the bound is $3(3+\sqrt5)/8 \approx 1.96$.

Triangularity matters for the spans. With $S = \Psi = 1$ and $E = 0$, the matrix $L = \begin{pmatrix}0&1\\1&0\end{pmatrix}$ is invertible and satisfies $LL^\dagger = O$, but it swaps the two bands. They remain orthonormal, yet the span of the first band has changed.

## What the Lean statement assumes

The coefficients form a complex matrix `Psi` with rows in a finite basis `g` and columns in `Fin N`. Band indices therefore start at 0, and `leadingSpan Psi k` is spanned by the first $k+1$ bands. `bandOverlap S Psi` is $O$, and `updateBands X L` is $XL^{-\dagger}$, used for both bands and projections. `IsTriangularFactor L A` collects the three hypotheses on $L$: zeros above the diagonal, invertibility, and $LL^\dagger = A$. The opened scope `Matrix.Norms.L2Operator` makes `‖·‖` the spectral norm.

The main theorem, `cholesky_update`, allows any square `S`; `pawOverlap P Q` is the PAW case, whose identity term presupposes an orthonormal basis. Neither Hermiticity of `S` nor linear independence of the bands is assumed, but the factorisation forces $O+E$ to be Hermitian and positive definite. The diagonal of $L$ need not be positive.

The size of $E$ is an input, and rounding in the multiplication by $L^{-\dagger}$ is not modelled. Within this finite-basis model, the loss of orthonormality is at most $\|E\|$ divided by the smallest eigenvalue of $O+E$. A uniform diagonal shift attains this bound, so a small $E$ can still matter when the bands are nearly linearly dependent.

```lean
import Mathlib

open Matrix
open scoped Matrix.Norms.L2Operator

namespace PAWCholeskyUpdate

noncomputable section

variable {g p : Type*} [Fintype g] {N : ℕ}

/-- The PAW overlap operator `1 + P Q P†`, with projectors as the columns of `P` and
augmentation charges `Q`. -/
def pawOverlap [Fintype p] [DecidableEq g] (P : Matrix g p ℂ) (Q : Matrix p p ℂ) :
    Matrix g g ℂ :=
  1 + P * Q * Pᴴ

/-- The overlap matrix `Ψ† S Ψ` of the bands stored as the columns of `Ψ`. -/
def bandOverlap (S : Matrix g g ℂ) (Psi : Matrix g (Fin N) ℂ) : Matrix (Fin N) (Fin N) ℂ :=
  Psiᴴ * S * Psi

/-- `L` is an invertible lower triangular matrix with `L L† = A`. -/
structure IsTriangularFactor (L A : Matrix (Fin N) (Fin N) ℂ) : Prop where
  lower : ∀ i j, i < j → L i j = 0
  isUnit_det : IsUnit L.det
  factor : L * Lᴴ = A

/-- The update `X ↦ X L^(-†)` of a matrix with one column per band, for invertible `L`. -/
def updateBands {r : Type*} (X : Matrix r (Fin N) ℂ) (L : Matrix (Fin N) (Fin N) ℂ) :
    Matrix r (Fin N) ℂ :=
  X * (Lᴴ)⁻¹

/-- The space spanned by the bands with index at most `k`. -/
def leadingSpan (Psi : Matrix g (Fin N) ℂ) (k : Fin N) : Submodule ℂ (g → ℂ) :=
  Submodule.span ℂ ((fun j i => Psi i j) '' Set.Iic k)

/-- The projections of the updated bands are the old projections, updated in the same way. -/
theorem projections_update (P : Matrix g p ℂ) (Psi : Matrix g (Fin N) ℂ)
    (L : Matrix (Fin N) (Fin N) ℂ) :
    Pᴴ * updateBands Psi L = updateBands (Pᴴ * Psi) L := by
  simp only [updateBands, Matrix.mul_assoc]

/-- The PAW overlap of the updated bands is their plain overlap plus an augmentation term
built from the updated projections. -/
theorem pawOverlap_update [Fintype p] [DecidableEq g] (P : Matrix g p ℂ) (Q : Matrix p p ℂ)
    (Psi : Matrix g (Fin N) ℂ) (L : Matrix (Fin N) (Fin N) ℂ) :
    bandOverlap (pawOverlap P Q) (updateBands Psi L) =
      (updateBands Psi L)ᴴ * updateBands Psi L +
        bandOverlap Q (updateBands (Pᴴ * Psi) L) := by
  rw [← projections_update]
  simp only [bandOverlap, pawOverlap, Matrix.mul_add, Matrix.add_mul, Matrix.mul_one,
    conjTranspose_mul, conjTranspose_conjTranspose, Matrix.mul_assoc]

omit [Fintype g] in
/-- Mixing the bands by an upper triangular matrix does not lead out of the leading spans. -/
theorem leadingSpan_mul_le (Psi : Matrix g (Fin N) ℂ) (U : Matrix (Fin N) (Fin N) ℂ)
    (hU : ∀ i j, j < i → U i j = 0) (k : Fin N) :
    leadingSpan (Psi * U) k ≤ leadingSpan Psi k := by
  unfold leadingSpan
  rw [Submodule.span_le]
  rintro _ ⟨j, hj, rfl⟩
  -- a new band is a combination of old bands
  have hcol : (fun i => (Psi * U) i j) = ∑ l, U l j • (fun i => Psi i l) := by
    ext i
    simp [Matrix.mul_apply, Finset.sum_apply, mul_comm]
  change (fun i => (Psi * U) i j) ∈ _
  rw [hcol]
  refine Submodule.sum_mem _ fun l _ => ?_
  by_cases hl : l ≤ j
  · exact Submodule.smul_mem _ _ (Submodule.subset_span ⟨l, le_trans hl hj, rfl⟩)
  · rw [hU l j (not_le.mp hl), zero_smul]
    exact Submodule.zero_mem _

omit [Fintype g] in
/-- The update with an invertible lower triangular factor preserves every leading span. -/
theorem leadingSpan_update {L A : Matrix (Fin N) (Fin N) ℂ} (h : IsTriangularFactor L A)
    (Psi : Matrix g (Fin N) ℂ) (k : Fin N) :
    leadingSpan (updateBands Psi L) k = leadingSpan Psi k := by
  have hdet : IsUnit (Lᴴ).det := by
    rw [det_conjTranspose]
    exact h.isUnit_det.star
  have hup : BlockTriangular Lᴴ (id : Fin N → Fin N) := by
    intro i j hij
    rw [conjTranspose_apply, h.lower j i hij, star_zero]
  let : Invertible Lᴴ := Matrix.invertibleOfIsUnitDet _ hdet
  have hinv : BlockTriangular (Lᴴ)⁻¹ (id : Fin N → Fin N) :=
    blockTriangular_inv_of_blockTriangular hup
  apply le_antisymm
  · exact leadingSpan_mul_le Psi _ (fun i j hij => hinv hij) k
  · -- the old bands are recovered by multiplying with `L†`
    have hback : updateBands Psi L * Lᴴ = Psi := by
      rw [updateBands, Matrix.mul_assoc, nonsing_inv_mul _ hdet, Matrix.mul_one]
    have hle := leadingSpan_mul_le (updateBands Psi L) Lᴴ (fun i j hij => hup hij) k
    rwa [hback] at hle

/-- If `L` is invertible and lower triangular with `L L† = Ψ† S Ψ + E`, the updated bands miss
orthonormality by exactly `-L⁻¹ E L^(-†)`. -/
theorem orthonormality_error {S : Matrix g g ℂ} {Psi : Matrix g (Fin N) ℂ}
    {L E : Matrix (Fin N) (Fin N) ℂ} (h : IsTriangularFactor L (bandOverlap S Psi + E)) :
    bandOverlap S (updateBands Psi L) - 1 = -(L⁻¹ * E * (L⁻¹)ᴴ) := by
  have h1 : L⁻¹ * L = 1 := nonsing_inv_mul L h.isUnit_det
  have h2 : Lᴴ * (L⁻¹)ᴴ = 1 := by rw [← conjTranspose_mul, h1, conjTranspose_one]
  have h3 : (Lᴴ)⁻¹ = (L⁻¹)ᴴ := inv_eq_right_inv h2
  have hO : bandOverlap S Psi = L * Lᴴ - E := eq_sub_of_add_eq h.factor.symm
  calc bandOverlap S (updateBands Psi L) - 1
      = L⁻¹ * bandOverlap S Psi * (L⁻¹)ᴴ - 1 := by
        simp only [bandOverlap, updateBands, h3, conjTranspose_mul,
          conjTranspose_conjTranspose, Matrix.mul_assoc]
    _ = (L⁻¹ * L) * (Lᴴ * (L⁻¹)ᴴ) - L⁻¹ * E * (L⁻¹)ᴴ - 1 := by
        rw [hO]
        simp only [Matrix.mul_sub, Matrix.sub_mul, Matrix.mul_assoc]
    _ = -(L⁻¹ * E * (L⁻¹)ᴴ) := by
        rw [h1, h2, Matrix.one_mul]
        abel

/-- The squared spectral norm of `L⁻¹` is the spectral norm of the inverse of `A = L L†`. -/
theorem norm_inv_factor {L A : Matrix (Fin N) (Fin N) ℂ} (h : IsTriangularFactor L A) :
    ‖A⁻¹‖ = ‖L⁻¹‖ * ‖L⁻¹‖ := by
  rw [← h.factor, Matrix.mul_inv_rev, ← conjTranspose_nonsing_inv,
    l2_opNorm_conjTranspose_mul_self]

/-- Let `L` be invertible and lower triangular with `L L† = Ψ† S Ψ + E`. The update
`Ψ' = Ψ L^(-†)` carries over to the projections, preserves all leading spans, and violates
orthonormality by at most `‖E‖ ‖(Ψ† S Ψ + E)⁻¹‖` in spectral norm. -/
theorem cholesky_update (P : Matrix g p ℂ) {S : Matrix g g ℂ} {Psi : Matrix g (Fin N) ℂ}
    {L E : Matrix (Fin N) (Fin N) ℂ} (h : IsTriangularFactor L (bandOverlap S Psi + E)) :
    Pᴴ * updateBands Psi L = updateBands (Pᴴ * Psi) L ∧
    (∀ k, leadingSpan (updateBands Psi L) k = leadingSpan Psi k) ∧
    ‖bandOverlap S (updateBands Psi L) - 1‖ ≤ ‖E‖ * ‖(bandOverlap S Psi + E)⁻¹‖ := by
  refine ⟨projections_update P Psi L, leadingSpan_update h Psi, ?_⟩
  rw [orthonormality_error h, norm_neg, norm_inv_factor h]
  calc ‖L⁻¹ * E * (L⁻¹)ᴴ‖ ≤ ‖L⁻¹ * E‖ * ‖(L⁻¹)ᴴ‖ := l2_opNorm_mul _ _
    _ ≤ (‖L⁻¹‖ * ‖E‖) * ‖(L⁻¹)ᴴ‖ :=
        mul_le_mul_of_nonneg_right (l2_opNorm_mul _ _) (norm_nonneg _)
    _ = ‖E‖ * (‖L⁻¹‖ * ‖L⁻¹‖) := by
        rw [l2_opNorm_conjTranspose]
        ring

/-- With `L` invertible, lower triangular and `L L† = Ψ† S Ψ + E`, the updated bands are
exactly `S`-orthonormal if and only if `E = 0`. -/
theorem orthonormal_iff {S : Matrix g g ℂ} {Psi : Matrix g (Fin N) ℂ}
    {L E : Matrix (Fin N) (Fin N) ℂ} (h : IsTriangularFactor L (bandOverlap S Psi + E)) :
    bandOverlap S (updateBands Psi L) = 1 ↔ E = 0 := by
  have he := orthonormality_error h
  constructor
  · intro h1
    rw [h1, sub_self] at he
    have hz : L⁻¹ * E * (L⁻¹)ᴴ = 0 := neg_eq_zero.mp he.symm
    have h2 : L * L⁻¹ = 1 := mul_nonsing_inv L h.isUnit_det
    have h3 : (L⁻¹)ᴴ * Lᴴ = 1 := by rw [← conjTranspose_mul, h2, conjTranspose_one]
    -- undo the congruence by `L⁻¹`
    calc E = (L * L⁻¹) * E * ((L⁻¹)ᴴ * Lᴴ) := by
          rw [h2, h3, Matrix.one_mul, Matrix.mul_one]
      _ = L * (L⁻¹ * E * (L⁻¹)ᴴ) * Lᴴ := by simp only [Matrix.mul_assoc]
      _ = 0 := by rw [hz, Matrix.mul_zero, Matrix.zero_mul]
  · intro h0
    rw [h0, Matrix.mul_zero, Matrix.zero_mul, neg_zero] at he
    exact sub_eq_zero.mp he

/-- For a uniform diagonal shift `E = c 1` of the overlap matrix, with `L` invertible, lower
triangular and `L L† = Ψ† S Ψ + c 1`, the error equals `|c| ‖(Ψ† S Ψ + c 1)⁻¹‖`. -/
theorem diagonal_shift_error {S : Matrix g g ℂ} {Psi : Matrix g (Fin N) ℂ}
    {L : Matrix (Fin N) (Fin N) ℂ} {c : ℂ}
    (h : IsTriangularFactor L (bandOverlap S Psi + c • 1)) :
    ‖bandOverlap S (updateBands Psi L) - 1‖ = ‖c‖ * ‖(bandOverlap S Psi + c • 1)⁻¹‖ := by
  have hX := l2_opNorm_conjTranspose_mul_self (L⁻¹)ᴴ
  rw [conjTranspose_conjTranspose, l2_opNorm_conjTranspose] at hX
  rw [orthonormality_error h, norm_neg, norm_inv_factor h, Matrix.mul_smul, Matrix.mul_one,
    Matrix.smul_mul, norm_smul, hX]

/-- For the bands `(1, 0)` and `(1, 1)`, the projector `(1, 0)`, the charge `Q = 3` and
`E = diag(0, 3)`, the matrix with rows `(2, 0)` and `(2, 2)` is a triangular factor of `Ψ† S Ψ + E`.
-/
theorem isTriangularFactor_witness :
    IsTriangularFactor (!![2, 0; 2, 2] : Matrix (Fin 2) (Fin 2) ℂ)
      (bandOverlap (pawOverlap (!![1; 0] : Matrix (Fin 2) (Fin 1) ℂ)
        (!![3] : Matrix (Fin 1) (Fin 1) ℂ)) (!![1, 1; 0, 1] : Matrix (Fin 2) (Fin 2) ℂ)
        + !![0, 0; 0, 3]) where
  lower := by
    intro i j
    fin_cases i <;> fin_cases j <;> simp
  isUnit_det := by
    rw [det_fin_two_of, isUnit_iff_ne_zero]
    norm_num
  factor := by

    -- the adjoints and the augmentation term in explicit form
    have hL : (!![2, 0; 2, 2] : Matrix (Fin 2) (Fin 2) ℂ)ᴴ = !![2, 2; 0, 2] := by
      ext i j
      fin_cases i <;> fin_cases j <;> simp [conjTranspose_apply]
    have hPsi : (!![1, 1; 0, 1] : Matrix (Fin 2) (Fin 2) ℂ)ᴴ = !![1, 0; 1, 1] := by
      ext i j
      fin_cases i <;> fin_cases j <;> simp [conjTranspose_apply]
    have hP : (!![1; 0] : Matrix (Fin 2) (Fin 1) ℂ)ᴴ = !![1, 0] := by
      ext i j
      fin_cases i
      fin_cases j <;> simp [conjTranspose_apply]
    have hA : (!![1; 0] : Matrix (Fin 2) (Fin 1) ℂ) * (!![3] : Matrix (Fin 1) (Fin 1) ℂ) *
        (!![1, 0] : Matrix (Fin 1) (Fin 2) ℂ) = !![3, 0; 0, 0] := by
      ext i j
      fin_cases i <;> fin_cases j <;> simp [Matrix.mul_apply]
    rw [bandOverlap, pawOverlap, hL, hPsi, hP, hA, one_fin_two]
    ext i j
    fin_cases i <;> fin_cases j <;>
      simp [Matrix.mul_apply, Fin.sum_univ_succ] <;> norm_num

end

end PAWCholeskyUpdate
```

```lean
#print axioms PAWCholeskyUpdate.pawOverlap_update
-- 'PAWCholeskyUpdate.pawOverlap_update' depends on axioms: [propext, Classical.choice, Quot.sound]
#print axioms PAWCholeskyUpdate.cholesky_update
-- 'PAWCholeskyUpdate.cholesky_update' depends on axioms: [propext, Classical.choice, Quot.sound]
#print axioms PAWCholeskyUpdate.orthonormal_iff
-- 'PAWCholeskyUpdate.orthonormal_iff' depends on axioms: [propext, Classical.choice, Quot.sound]
#print axioms PAWCholeskyUpdate.diagonal_shift_error
-- 'PAWCholeskyUpdate.diagonal_shift_error' depends on axioms: [propext, Classical.choice, Quot.sound]
```

## From the matrix algebra to the Lean proof

`projections_update` is associativity, and `pawOverlap_update` expands the PAW overlap after rewriting with it.

`leadingSpan_mul_le` is the argument for a general upper triangular $U$. `Submodule.span_le` reduces the inclusion to single columns, `hcol` writes a new column as a sum of old ones, and the case split on `l ≤ j` separates the allowed terms from those that vanish. `leadingSpan_update` applies this lemma twice, using Mathlib's result that the inverse of a triangular matrix is triangular; `hback` is the identity $\Psi'L^\dagger = \Psi$.

The `calc` block in `orthonormality_error` follows the error computation line by line. `norm_inv_factor` supplies $\|(O+E)^{-1}\| = \|L^{-1}\|^2$, and `cholesky_update` combines the two by applying submultiplicativity twice.

`orthonormal_iff` undoes the multiplication by $L^{-1}$ and $L^{-\dagger}$ to recover $E$. `diagonal_shift_error` pulls out the scalar $c$ and uses the norm identity for $L^{-1}L^{-\dagger}$. Finally, `isTriangularFactor_witness` checks entry by entry that the two-band example satisfies the hypotheses with a nonzero $E$.
